# Constant polarization: each ring correction has a divergent momentum integral, the screened correction a finite one

The polarization is taken to be a negative constant, $P=-k^2/(4\pi)$, independent of frequency and of the momentum $q$. It stands for the static density response of a metal to a slowly varying total potential, external plus induced, and $k$ is the screening wave number. This $P$ is postulated, not computed from Green's functions as in Hedin's equations. The bare interaction is $v=4\pi/q^2$, in Gaussian units with unit charge.

## Dyson equation and ring series

The screened interaction $w$ obeys $w=v+vPw$. For $q\neq0$, multiplying by $q^2$ gives $q^2w=4\pi-k^2w$, so the only solution is

$$w=W=\frac{4\pi}{q^2+k^2}.$$

Iterating the equation instead produces the ring terms $v(Pv)^n$, with $n$ counting polarization bubbles. Their ratio is $x=Pv=-k^2/q^2$, and the first $N$ terms sum to $v(1-x^N)/(1-x)$. Let $k\ge0$ and $q>0$.

- If $q>k$, then $|x|<1$ and the sum tends to $v/(1-x)=W$.
- If $q\le k$, then $|x|\ge1$. Every term has size at least $v>0$, so the series diverges.

## Integrating before and after resummation

A three-dimensional momentum integral carries the radial weight $q^2$; the angular factor is left out here. Let $k>0$. For $n\ge1$ the weighted ring term is $4\pi(-k^2)^nq^{-2n}$, and for $0<\varepsilon<\Lambda$

$$\int_\varepsilon^\Lambda q^{-2n}\,dq=\frac{\varepsilon^{1-2n}-\Lambda^{1-2n}}{2n-1}\to\infty\qquad(\varepsilon\to0).$$

The weighted resummed correction is bounded:

$$q^2(W-v)=4\pi\left(\frac{q^2}{q^2+k^2}-1\right)=-\frac{4\pi k^2}{q^2+k^2}.$$

Its primitive $-4\pi k\arctan(q/k)$ runs from $0$ at $q=0$ to $-2\pi^2k$ at infinity, so

$$\int_0^\infty q^2(W-v)\,dq=-2\pi^2k.$$

Suppose that $f(k^2)$ equals this integral for small positive $k$, with $f$ differentiable at zero. Continuity gives $f(0)=0$. The chain rule gives $f(k^2)$ zero slope at $k=0$, but the integral has right-hand slope $-2\pi^2$. Hence no such $f$ exists, and in particular no analytic one.

In this model a finite sum of ring corrections diverges too, because its highest power of $1/q$ dominates at small $q$. GW calculations use the resummed $W$, which for constant $P$ avoids this divergence. The argument does not carry over to an insulator, where the static $P$ vanishes as $q^2$ and each weighted ring term is integrable at small $q$.

## What the theorems say

`coulomb`, `polarization`, `ringTerm` and `screened` are the real functions $v$, $P$, $v(Pv)^n$ and $W$. `dyson_iff` holds for every real $k$ and $q\ne0$, including momenta where the series diverges. In `ring_series_converges_iff`, convergence means that the ordinary partial sums have a limit; at $q=k>0$ they alternate between $v$ and $0$.

`IntegrableOn` is Lebesgue integrability, and `ringTerm_not_integrable` covers every cutoff $\Lambda>0$. `screeningIntegral_eq` states both integrability and the value. Lean assigns the integral of a non-integrable function the value zero, so the nonzero value by itself already implies integrability. In the last two theorems, `∀ᶠ k in 𝓝[>] (0 : ℝ)` means "for all sufficiently small positive $k$".

The hypothesis $k\ge0$ matters for the convergence criterion. With $k=-2$ and $q=1$ we have $k<q$, yet the ratio is $-4$ and the series diverges.

## The Lean file

```lean
import Mathlib

open Filter Topology Set MeasureTheory
open scoped Real

namespace RingScreening

noncomputable section

/-- The bare Coulomb interaction 4π/q² at momentum q ≠ 0. -/
def coulomb (q : ℝ) : ℝ := 4 * π / q ^ 2

/-- The static, momentum-independent polarization −k²/(4π) with screening wave number k. -/
def polarization (k : ℝ) : ℝ := -k ^ 2 / (4 * π)

/-- The ring diagram v(Pv)ⁿ with n polarization bubbles, at momentum q ≠ 0. -/
def ringTerm (k q : ℝ) (n : ℕ) : ℝ := coulomb q * (polarization k * coulomb q) ^ n

/-- The screened interaction 4π/(q² + k²), for q and k not both zero. -/
def screened (k q : ℝ) : ℝ := 4 * π / (q ^ 2 + k ^ 2)

/-- The integral of q²(W − v) over all positive momenta, for k > 0. -/
def screeningIntegral (k : ℝ) : ℝ :=
  ∫ q in Ioi (0 : ℝ), q ^ 2 * (screened k q - coulomb q)

/-- One polarization bubble with one Coulomb line, multiplied by q², equals −k². -/
theorem bubble_mul_sq (k : ℝ) {q : ℝ} (hq : q ≠ 0) :
    polarization k * coulomb q * q ^ 2 = -k ^ 2 := by
  have hp := Real.pi_ne_zero
  unfold polarization coulomb
  field_simp

/-- At every nonzero momentum the Dyson equation w = v + vPw has the screened interaction
as its only solution. -/
theorem dyson_iff (k : ℝ) {q : ℝ} (hq : q ≠ 0) (w : ℝ) :
    w = coulomb q + coulomb q * polarization k * w ↔ w = screened k q := by
  have hne : q ^ 2 + k ^ 2 ≠ 0 := by positivity
  have hv : coulomb q * q ^ 2 = 4 * π := by
    unfold coulomb
    field_simp
  have hp := bubble_mul_sq k hq
  rw [screened, eq_div_iff hne]
  constructor
  · intro h
    linear_combination q ^ 2 * h + hv + w * hp
  · intro h
    apply mul_left_cancel₀ (pow_ne_zero 2 hq)
    linear_combination h - hv - w * hp

/-- For momenta above a screening wave number k ≥ 0 the ring series sums to the screened
interaction. -/
theorem ring_series_hasSum {k q : ℝ} (hk : 0 ≤ k) (h : k < q) :
    HasSum (ringTerm k q) (screened k q) := by
  have hq : 0 < q := lt_of_le_of_lt hk h
  have hq2 : q ^ 2 ≠ 0 := by positivity
  have hne : q ^ 2 + k ^ 2 ≠ 0 := by positivity
  have hr : polarization k * coulomb q = -k ^ 2 / q ^ 2 :=
    (eq_div_iff hq2).mpr (bubble_mul_sq k hq.ne')
  have habs : |polarization k * coulomb q| < 1 := by
    rw [hr, neg_div, abs_neg, abs_of_nonneg (by positivity), div_lt_one (by positivity)]
    exact pow_lt_pow_left₀ h hk two_ne_zero
  -- the geometric series in the bubble ratio
  have hs := (hasSum_geometric_of_abs_lt_one habs).mul_left (coulomb q)
  have hval : coulomb q * (1 - polarization k * coulomb q)⁻¹ = screened k q := by
    have e : 1 - -k ^ 2 / q ^ 2 = (q ^ 2 + k ^ 2) / q ^ 2 := by
      rw [add_div, div_self hq2]
      ring
    rw [hr, e, inv_div, coulomb, screened]
    field_simp
  rw [hval] at hs
  exact hs

/-- For k ≥ 0 and positive momentum q, the partial sums of the ring series converge exactly when q
exceeds the screening wave number k. -/
theorem ring_series_converges_iff {k q : ℝ} (hk : 0 ≤ k) (hq : 0 < q) :
    (∃ L, Tendsto (fun N => ∑ n ∈ Finset.range N, ringTerm k q n) atTop (𝓝 L)) ↔ k < q := by
  constructor
  · rintro ⟨L, hL⟩
    by_contra hlt
    have hle : q ≤ k := le_of_not_gt hlt
    -- the terms of a convergent series tend to zero
    have h1 := (hL.comp (tendsto_add_atTop_nat 1)).sub hL
    have h2 : Tendsto (ringTerm k q) atTop (𝓝 0) := by
      simpa [Function.comp_def, Finset.sum_range_succ] using h1
    have hv : 0 < coulomb q := by
      unfold coulomb
      positivity
    have hr : polarization k * coulomb q = -k ^ 2 / q ^ 2 :=
      (eq_div_iff (by positivity)).mpr (bubble_mul_sq k hq.ne')
    have habs : 1 ≤ |polarization k * coulomb q| := by
      rw [hr, neg_div, abs_neg, abs_of_nonneg (by positivity), one_le_div (by positivity)]
      exact pow_le_pow_left₀ hq.le hle 2
    -- but here every term is, in absolute value, at least as large as the bare interaction
    have hbound : ∀ n, coulomb q ≤ |ringTerm k q n| := by
      intro n
      rw [ringTerm, abs_mul, abs_pow, abs_of_pos hv]
      exact le_mul_of_one_le_right hv.le (one_le_pow₀ habs)
    have h3 := ge_of_tendsto h2.abs (Eventually.of_forall hbound)
    rw [abs_zero] at h3
    linarith
  · intro h
    exact ⟨_, (ring_series_hasSum hk h).tendsto_sum_nat⟩

/-- Weighted by q², the ring diagram with n bubbles is 4π(−k²)ⁿ/q²ⁿ. -/
theorem sq_mul_ringTerm (k : ℝ) {q : ℝ} (hq : q ≠ 0) (n : ℕ) :
    q ^ 2 * ringTerm k q n = 4 * π * (-k ^ 2) ^ n / q ^ (2 * n) := by
  have hr : polarization k * coulomb q = -k ^ 2 / q ^ 2 :=
    (eq_div_iff (pow_ne_zero 2 hq)).mpr (bubble_mul_sq k hq)
  rw [ringTerm, hr, coulomb, div_pow, pow_mul]
  field_simp

/-- For k > 0, every ring diagram with at least one bubble, weighted by q², fails to be integrable
on (0, Λ), for every cutoff Λ > 0. -/
theorem ringTerm_not_integrable {k Λ : ℝ} (hk : 0 < k) (hΛ : 0 < Λ) {n : ℕ} (hn : 1 ≤ n) :
    ¬ IntegrableOn (fun q => q ^ 2 * ringTerm k q n) (Ioo 0 Λ) := by
  intro h
  have hc : 4 * π * (-k ^ 2) ^ n ≠ 0 :=
    mul_ne_zero (by positivity) (pow_ne_zero n (neg_ne_zero.mpr (by positivity)))
  -- divide out the constant to reach a pure power of q
  have h1 : IntegrableOn (fun q : ℝ => q ^ (-((2 * n : ℕ) : ℝ))) (Ioo 0 Λ) := by
    refine IntegrableOn.congr_fun (h.const_mul (4 * π * (-k ^ 2) ^ n)⁻¹) ?_ measurableSet_Ioo
    intro q hq
    have hq0 : 0 < q := hq.1
    change (4 * π * (-k ^ 2) ^ n)⁻¹ * (q ^ 2 * ringTerm k q n) = q ^ (-((2 * n : ℕ) : ℝ))
    rw [sq_mul_ringTerm k hq0.ne', Real.rpow_neg hq0.le, Real.rpow_natCast, div_eq_mul_inv,
      ← mul_assoc, inv_mul_cancel₀ hc, one_mul]
  have h2 := (intervalIntegral.integrableOn_Ioo_rpow_iff hΛ).mp h1
  have h3 : (1 : ℝ) ≤ n := by exact_mod_cast hn
  push_cast at h2
  linarith

/-- For k > 0, the resummed difference q²(W − v) is integrable over all positive momenta, and its
integral is −2π²k. -/
theorem screeningIntegral_eq {k : ℝ} (hk : 0 < k) :
    IntegrableOn (fun q => q ^ 2 * (screened k q - coulomb q)) (Ioi 0) ∧
      screeningIntegral k = -(2 * π ^ 2) * k := by
  -- the primitive is an arctangent
  have hd : ∀ q ∈ Ici (0 : ℝ), HasDerivAt (fun x => -(4 * π * k) * Real.arctan (x / k))
      (-(4 * π * k ^ 2) / (q ^ 2 + k ^ 2)) q := by
    intro q _
    have hne : q ^ 2 + k ^ 2 ≠ 0 := by positivity
    have h : HasDerivAt (fun x => -(4 * π * k) * Real.arctan (x / k))
        (-(4 * π * k) * (1 / (1 + (q / k) ^ 2) * (1 / k))) q :=
      (((hasDerivAt_id' q).div_const k).arctan).const_mul (-(4 * π * k))
    have e : 1 + (q / k) ^ 2 = (q ^ 2 + k ^ 2) / k ^ 2 := by
      rw [div_pow, add_div, div_self (pow_ne_zero 2 hk.ne'), add_comm]
    refine h.congr_deriv ?_
    rw [e]
    field_simp
  have hneg : ∀ q ∈ Ioi (0 : ℝ), -(4 * π * k ^ 2) / (q ^ 2 + k ^ 2) ≤ 0 := by
    intro q _
    exact div_nonpos_of_nonpos_of_nonneg (neg_nonpos.mpr (by positivity)) (by positivity)
  have hlim : Tendsto (fun x => -(4 * π * k) * Real.arctan (x / k)) atTop
      (𝓝 (-(4 * π * k) * (π / 2))) :=
    ((Real.tendsto_arctan_atTop.mono_right nhdsWithin_le_nhds).comp
      (tendsto_id.atTop_div_const hk)).const_mul _
  have heq : EqOn (fun q => -(4 * π * k ^ 2) / (q ^ 2 + k ^ 2))
      (fun q => q ^ 2 * (screened k q - coulomb q)) (Ioi 0) := by
    intro q hq
    have hq0 : q ≠ 0 := ne_of_gt hq
    have hne : q ^ 2 + k ^ 2 ≠ 0 := by positivity
    simp only [screened, coulomb]
    field_simp
    ring
  constructor
  · exact (integrableOn_Ioi_deriv_of_nonpos' hd hneg hlim).congr_fun heq measurableSet_Ioi
  · rw [screeningIntegral, ← setIntegral_congr_fun measurableSet_Ioi heq,
      integral_Ioi_of_hasDerivAt_of_nonpos' hd hneg hlim, zero_div, Real.arctan_zero]
    ring

/-- No function of k² that is differentiable at k² = 0 agrees with the screening integral
for all small positive k. -/
theorem screeningIntegral_not_differentiable_in_sq :
    ¬ ∃ f : ℝ → ℝ, DifferentiableAt ℝ f 0 ∧
      ∀ᶠ k in 𝓝[>] (0 : ℝ), f (k ^ 2) = screeningIntegral k := by
  rintro ⟨f, hf, hfk⟩
  -- a differentiable function of k² has zero slope in k at the origin
  have h0 : HasDerivAt f (deriv f 0) ((0 : ℝ) ^ 2) := by
    rw [zero_pow two_ne_zero]
    exact hf.hasDerivAt
  have hsq : HasDerivAt (fun k : ℝ => k ^ 2) 0 0 :=
    (hasDerivAt_pow 2 (0 : ℝ)).congr_deriv (by simp)
  have hc : HasDerivAt (f ∘ fun k : ℝ => k ^ 2) (deriv f 0 * 0) 0 :=
    HasDerivAt.comp (0 : ℝ) h0 hsq
  have hg : HasDerivAt (fun k : ℝ => f (k ^ 2)) 0 0 := hc.congr_deriv (mul_zero _)
  have hl : HasDerivAt (fun k : ℝ => -(2 * π ^ 2) * k) (-(2 * π ^ 2)) 0 :=
    ((hasDerivAt_id' (0 : ℝ)).const_mul (-(2 * π ^ 2))).congr_deriv (mul_one _)
  have heq : (fun k : ℝ => f (k ^ 2)) =ᶠ[𝓝[>] 0] (fun k : ℝ => -(2 * π ^ 2) * k) := by
    filter_upwards [hfk, self_mem_nhdsWithin] with k h1 h2
    exact h1.trans (screeningIntegral_eq h2).2
  have hz := tendsto_nhds_unique_of_eventuallyEq
    (hg.continuousAt.tendsto.mono_left nhdsWithin_le_nhds)
    (hl.continuousAt.tendsto.mono_left nhdsWithin_le_nhds) heq
  -- the integral has right-hand slope −2π², a contradiction
  have hu := (uniqueDiffWithinAt_Ioi (0 : ℝ)).eq_deriv _ hg.hasDerivWithinAt
    (hl.hasDerivWithinAt.congr_of_eventuallyEq heq hz)
  have hpi := pow_pos Real.pi_pos 2
  linarith

/-- No function of k² that is analytic at k² = 0 agrees with the screening integral for all
small positive k. -/
theorem screeningIntegral_not_analytic_in_sq :
    ¬ ∃ f : ℝ → ℝ, AnalyticAt ℝ f 0 ∧
      ∀ᶠ k in 𝓝[>] (0 : ℝ), f (k ^ 2) = screeningIntegral k := by
  rintro ⟨f, hf, hfk⟩
  exact screeningIntegral_not_differentiable_in_sq ⟨f, hf.differentiableAt, hfk⟩

end

end RingScreening
```

```lean
#print axioms RingScreening.dyson_iff
#print axioms RingScreening.ring_series_converges_iff
#print axioms RingScreening.ringTerm_not_integrable
#print axioms RingScreening.screeningIntegral_not_analytic_in_sq
```

```
'RingScreening.dyson_iff' depends on axioms: [propext, Classical.choice, Quot.sound]
'RingScreening.ring_series_converges_iff' depends on axioms: [propext, Classical.choice, Quot.sound]
'RingScreening.ringTerm_not_integrable' depends on axioms: [propext, Classical.choice, Quot.sound]
'RingScreening.screeningIntegral_not_analytic_in_sq' depends on axioms: [propext, Classical.choice, Quot.sound]
```

## How the proof follows the calculation

`bubble_mul_sq` is the identity $Pv\,q^2=-k^2$. `dyson_iff` uses it in both directions, with `linear_combination` doing the algebra. `ring_series_hasSum` applies the geometric series. For the converse, `ring_series_converges_iff` subtracts consecutive partial sums to show that the terms tend to zero, which `hbound` contradicts.

`sq_mul_ringTerm` exposes the power $q^{-2n}$. `ringTerm_not_integrable` divides out the constant and applies Mathlib's criterion that $q^s$ is integrable on $(0,\Lambda)$ exactly when $s>-1$.

The finite integral turns on `integrableOn_Ioi_deriv_of_nonpos'`. It takes a primitive differentiable on $[0,\infty)$ (`hd`), a derivative that is nowhere positive (`hneg`) and a finite limit at infinity (`hlim`), and returns integrability of the derivative. The fixed sign rules out convergence by cancellation alone. Its companion `integral_Ioi_of_hasDerivAt_of_nonpos'` gives the value as the limit minus the primitive at zero, and `heq` carries both results over to $q^2(W-v)$.

In `screeningIntegral_not_differentiable_in_sq`, `hg` is the zero slope and `hl` the slope $-2\pi^2$. The functions agree only for $k>0$, so `hz` first matches their values at zero; uniqueness of the right-hand derivative then equates the slopes. The analytic version follows because analyticity implies differentiability.
